# With the multiplier derived at unit norm, a Car–Parrinello orbital's norm error obeys $\mu s''=2\lambda s$ and can grow like a hyperbolic cosine

In a Car–Parrinello simulation the orbitals are brought back to orthonormality after each time step. Suppose that this projection is left out, and the constraint force is computed from the current orbital and its velocity by a formula derived for unit norm. The formula keeps an exactly normalized orbital normalized if its norm is initially stationary. What does it do to an orbital whose norm is slightly wrong?

For one real orbital and a fixed linear $H$, the answer depends on the sign of the multiplier $\lambda$. If $\lambda\ge b>0$ during the run, a norm excess that is not initially shrinking grows at least as $\cosh(t\sqrt{2b/\mu})$, where $\mu$ is the fictitious mass.

## The orbital and its constraint force

The orbital $c$ is a vector in a real inner product space $E$. In a finite orthonormal basis it is the list of expansion coefficients, and $H$ is the Hamiltonian matrix.

```lean
import Mathlib

open Set

namespace CarParrinelloNormDrift

noncomputable section

variable {E : Type*} [NormedAddCommGroup E] [InnerProductSpace ℝ E]
```

With energy $\langle c,Hc\rangle$ and symmetric $H$, the force on the orbital is $-2Hc$. The constraint adds a force $\lambda c$, with

$$\lambda = 2\langle c,Hc\rangle-\mu\|v\|^2,\qquad v=c'.$$

Here $\lambda$ multiplies $c$ directly; some texts write this force as $2\lambda c$. The Lean type `E →ₗ[ℝ] E` asks only that $H$ be linear, since the norm argument never uses symmetry.

```lean
/-- The explicit multiplier `2⟨c, Hc⟩ - μ‖v‖²` for an orbital `c` with velocity `v`. -/
def multiplier (H : E →ₗ[ℝ] E) (μ : ℝ) (c v : E) : ℝ :=
  2 * inner ℝ c (H c) - μ * ‖v‖ ^ 2
```

The norm error is $s=\|c\|^2-1$, positive for an excess and negative for a deficit.

```lean
/-- The normalization error `‖c‖² - 1` of an orbital. -/
def normError (c : E) : ℝ := ‖c‖ ^ 2 - 1
```

A run on $[0,T]$ consists of $c$, $v=c'$ and $a=v'$ obeying

$$\mu a=-2Hc+\lambda c .$$

In `IsRun`, `HasDerivAt` states the derivatives, two-sided even at the end points, and `Icc 0 T` is the closed interval. Time is continuous. The step from here to a simulation is to treat the error left by an integrator as the initial error of an exact trajectory; a real integrator adds new errors at every step.

```lean
/-- A Car-Parrinello run on the time interval `[0, T]` without projection: the orbital `c`, with
velocity `v` and acceleration `a`, obeys `μ a = -2 H c + λ c` with the explicit multiplier. -/
structure IsRun (H : E →ₗ[ℝ] E) (μ T : ℝ) (c v a : ℝ → E) : Prop where
  velocity : ∀ t ∈ Icc 0 T, HasDerivAt c (v t) t
  acceleration : ∀ t ∈ Icc 0 T, HasDerivAt v (a t) t
  motion : ∀ t ∈ Icc 0 T,
    μ • a t = (-2 : ℝ) • H (c t) + multiplier H μ (c t) (v t) • c t
```

## Why this multiplier preserves a unit norm

Let $\|c\|=1$ and let the constraint force be $lc$ with $l$ unknown. Pairing the equation of motion with $c$ gives $\mu\langle c,a\rangle=-2\langle c,Hc\rangle+l$, so

$$\mu\left(\langle c,a\rangle+\|v\|^2\right)=l-\lambda .$$

The second derivative of $\|c\|^2$ is $2(\langle c,a\rangle+\|v\|^2)$, which therefore vanishes exactly when $l=\lambda$. In the proof, `key` is the paired equation and `linear_combination` does the algebra.

```lean
/-- For a normalized orbital and positive fictitious mass, the second derivative of the squared
norm vanishes exactly when the multiplier `l` in the equation of motion is the explicit one. -/
theorem multiplier_unique (H : E →ₗ[ℝ] E) {μ l : ℝ} (hμ : 0 < μ) {c v a : E}
    (hc : ‖c‖ = 1) (h : μ • a = (-2 : ℝ) • H c + l • c) :
    2 * (inner ℝ c a + ‖v‖ ^ 2) = 0 ↔ l = multiplier H μ c v := by
  -- project the equation of motion on the orbital
  have key := congrArg (fun x => inner ℝ c x) h
  simp only [inner_add_right, inner_smul_right, real_inner_self_eq_norm_sq, hc] at key
  unfold multiplier
  constructor
  · intro h0
    linear_combination μ / 2 * h0 - key
  · intro h0
    apply mul_left_cancel₀ hμ.ne'
    linear_combination 2 * key + 2 * h0
```

## The drift equation

Away from unit norm, the same pairing gives $\mu\langle c,a\rangle=-2\langle c,Hc\rangle+\lambda\|c\|^2$. Since $s'=2\langle c,v\rangle$,

$$\mu s''=2\mu\|v\|^2+2\mu\langle c,a\rangle
=-2\lambda+2\lambda\|c\|^2=2\lambda s .$$

The theorem states this as two derivatives: that of $s$, and that of the rate $2\langle c,v\rangle$. The equation belongs to this choice of multiplier. For $c\ne0$, using $\lambda/\|c\|^2$ in place of $\lambda$ gives the same force at unit norm, but the same calculation then yields $s''=0$.

```lean
/-- Drift equation: for positive fictitious mass, the norm error `s` along a run has rate
`2⟨c, v⟩`, and this rate changes according to `s'' = (2λ/μ) s`. -/
theorem drift_equation {H : E →ₗ[ℝ] E} {μ T : ℝ} (hμ : 0 < μ) {c v a : ℝ → E}
    (h : IsRun H μ T c v a) {t : ℝ} (ht : t ∈ Icc 0 T) :
    HasDerivAt (fun x => normError (c x)) (2 * inner ℝ (c t) (v t)) t ∧
    HasDerivAt (fun x => 2 * inner ℝ (c x) (v x))
      (2 * multiplier H μ (c t) (v t) / μ * normError (c t)) t := by
  refine ⟨(h.velocity t ht).norm_sq.sub_const 1, ?_⟩
  refine (((h.velocity t ht).inner ℝ (h.acceleration t ht)).const_mul 2).congr_deriv ?_
  have key := congrArg (fun x => inner ℝ (c t) x) (h.motion t ht)
  simp only [inner_add_right, inner_smul_right, real_inner_self_eq_norm_sq] at key
  rw [real_inner_self_eq_norm_sq, div_mul_eq_mul_div, eq_div_iff hμ.ne']
  unfold multiplier at key ⊢
  unfold normError
  linear_combination 2 * key
```

## From a sign to a growth bound

Each estimate below uses one fact: if $f'\ge0$ on $[0,T]$, then $f(t)\ge f(0)$.

Mathlib supplies it as `monotoneOn_of_deriv_nonneg`. This lemma takes a convex set, continuity on the set, and differentiability with a nonnegative `deriv` on its interior. Where a function is not differentiable, `deriv` is $0$ by convention, so a nonnegative `deriv` alone does not show that the function is differentiable; `HasDerivAt` provides the differentiability and identifies `deriv` with the known rate `f'`. Each integration then reduces to choosing a function and checking the sign of its derivative.

```lean
/-- A quantity whose rate is nonnegative on `[0, T]` never falls below its initial value. -/
theorem initial_le {f f' : ℝ → ℝ} {T : ℝ} (hf : ∀ t ∈ Icc 0 T, HasDerivAt f (f' t) t)
    (h : ∀ t ∈ Icc 0 T, 0 ≤ f' t) : ∀ t ∈ Icc 0 T, f 0 ≤ f t := by
  have hm : MonotoneOn f (Icc 0 T) := monotoneOn_of_deriv_nonneg (convex_Icc 0 T)
    (fun t ht => (hf t ht).continuousAt.continuousWithinAt)
    (fun t ht => (hf t (interior_subset ht)).differentiableAt.differentiableWithinAt)
    (fun t ht => by
      rw [(hf t (interior_subset ht)).deriv]
      exact h t (interior_subset ht))
  intro t ht
  exact hm ⟨le_rfl, ht.1.trans ht.2⟩ ht ht.1
```

Write the drift equation as $s''=qs$ with $q=2\lambda/\mu$, and call the rate $r=s'$. Suppose $q\ge0$, $s(0)>0$ and $r(0)\ge0$. Then

$$(sr)'=r^2+qs^2\ge0,$$

so $sr\ge s(0)r(0)\ge0$. Hence $(s^2)'=2sr\ge0$ and $s^2\ge s(0)^2>0$. If $s$ were nonpositive at some time, the intermediate value theorem would give a zero of $s$, which this bound forbids.

```lean
/-- If `s'' = q s` with `q ≥ 0` on `[0, T]`, and `s` starts positive with nonnegative rate `r`,
then `s` stays positive. -/
theorem stays_positive {s r q : ℝ → ℝ} {T : ℝ} (h1 : ∀ t ∈ Icc 0 T, HasDerivAt s (r t) t)
    (h2 : ∀ t ∈ Icc 0 T, HasDerivAt r (q t * s t) t) (hq : ∀ t ∈ Icc 0 T, 0 ≤ q t)
    (h0 : 0 < s 0) (hr : 0 ≤ r 0) : ∀ t ∈ Icc 0 T, 0 < s t := by
  -- the product `s s'` is nondecreasing, hence nonnegative
  have hp : ∀ t ∈ Icc 0 T, 0 ≤ s t * r t := fun t ht =>
    (mul_nonneg h0.le hr).trans
      (initial_le (f := fun x => s x * r x) (f' := fun x => r x * r x + s x * (q x * s x))
        (fun x hx => (h1 x hx).fun_mul (h2 x hx))
        (fun x hx => by
          show 0 ≤ r x * r x + s x * (q x * s x)
          nlinarith [mul_self_nonneg (r x), mul_nonneg (hq x hx) (mul_self_nonneg (s x))]) t ht)
  -- so `s²` never falls below its initial value, and `s` cannot cross zero
  have hs : ∀ t ∈ Icc 0 T, s 0 * s 0 ≤ s t * s t :=
    initial_le (f := fun x => s x * s x) (f' := fun x => r x * s x + s x * r x)
      (fun x hx => (h1 x hx).fun_mul (h1 x hx))
      (fun x hx => by
        show 0 ≤ r x * s x + s x * r x
        linarith [hp x hx, mul_comm (r x) (s x)])
  intro t ht
  by_contra hn
  have hcont : ContinuousOn s (Icc 0 t) := fun x hx =>
    (h1 x ⟨hx.1, hx.2.trans ht.2⟩).continuousAt.continuousWithinAt
  obtain ⟨x, hx, hx0⟩ := intermediate_value_Icc' ht.1 hcont ⟨le_of_not_gt hn, h0.le⟩
  have h3 := hs x ⟨hx.1, hx.2.trans ht.2⟩
  rw [hx0] at h3
  nlinarith [mul_pos h0 h0]
```

Now let $q\ge k^2$. Because $s>0$,

$$\left[e^{-kt}(r+ks)\right]'=e^{-kt}(q-k^2)s\ge0,$$

and so $e^{-kt}(r+ks)\ge r(0)+ks(0)\ge ks(0)$. It follows that

$$(e^{kt}s)'=e^{kt}(r+ks)\ge ks(0)e^{2kt}.$$

Integration from $0$ to $t$ gives $e^{kt}s(t)\ge\tfrac12 s(0)(e^{2kt}+1)$, and division by $e^{kt}$ gives $s(t)\ge s(0)\cosh(kt)$. The code performs the second integration by showing that $e^{kt}s-\tfrac12s(0)e^{2kt}$ is nondecreasing.

```lean
/-- If `s'' = q s` with `q ≥ k²` on `[0, T]`, and `s` starts positive with nonnegative rate `r`,
then `s(t) ≥ s(0) cosh(k t)`. -/
theorem cosh_growth {s r q : ℝ → ℝ} {T k : ℝ} (h1 : ∀ t ∈ Icc 0 T, HasDerivAt s (r t) t)
    (h2 : ∀ t ∈ Icc 0 T, HasDerivAt r (q t * s t) t) (hq : ∀ t ∈ Icc 0 T, k ^ 2 ≤ q t)
    (h0 : 0 < s 0) (hr : 0 ≤ r 0) : ∀ t ∈ Icc 0 T, s 0 * Real.cosh (k * t) ≤ s t := by
  have hpos := stays_positive h1 h2 (fun t ht => (sq_nonneg k).trans (hq t ht)) h0 hr
  have hE : ∀ m x : ℝ, HasDerivAt (fun y => Real.exp (m * y)) (Real.exp (m * x) * m) x :=
    fun m x => (((hasDerivAt_id' x).const_mul m).congr_deriv (mul_one m)).exp
  -- first integration: `exp(-kt) (s' + k s)` is nondecreasing
  have hp : ∀ t ∈ Icc 0 T, k * s 0 ≤ Real.exp (-k * t) * (r t + k * s t) := by
    intro t ht
    have h3 := initial_le (f := fun x => Real.exp (-k * x) * (r x + k * s x))
      (f' := fun x => Real.exp (-k * x) * ((q x - k ^ 2) * s x))
      (fun x hx => ((hE (-k) x).fun_mul
        ((h2 x hx).fun_add ((h1 x hx).const_mul k))).congr_deriv (by ring))
      (fun x hx => mul_nonneg (Real.exp_pos _).le
        (mul_nonneg (sub_nonneg.2 (hq x hx)) (hpos x hx).le)) t ht
    simp only [mul_zero, Real.exp_zero, one_mul] at h3
    linarith
  intro t ht
  -- second integration: `exp(kt) s - s(0) exp(2kt) / 2` is nondecreasing
  have h4 := initial_le
    (f := fun x => Real.exp (k * x) * s x - s 0 / 2 * Real.exp (2 * k * x))
    (f' := fun x => Real.exp (k * x) * (r x + k * s x) - Real.exp (2 * k * x) * (k * s 0))
    (fun x hx => (((hE k x).fun_mul (h1 x hx)).fun_sub
      ((hE (2 * k) x).const_mul (s 0 / 2))).congr_deriv (by ring))
    (fun x hx => by
      show 0 ≤ Real.exp (k * x) * (r x + k * s x) - Real.exp (2 * k * x) * (k * s 0)
      have e1 : Real.exp (k * x) = Real.exp (2 * k * x) * Real.exp (-k * x) := by
        rw [← Real.exp_add]
        congr 1
        ring
      have h5 := mul_le_mul_of_nonneg_left (hp x hx) (Real.exp_pos (2 * k * x)).le
      rw [e1, mul_assoc]
      linarith) t ht
  simp only [mul_zero, Real.exp_zero, one_mul, mul_one] at h4
  have e2 : Real.exp (2 * k * t) = Real.exp (k * t) * Real.exp (k * t) := by
    rw [← Real.exp_add]
    congr 1
    ring
  have e3 : Real.exp (k * t) * Real.exp (-(k * t)) = 1 := by
    rw [← Real.exp_add, add_neg_cancel, Real.exp_zero]
  have e4 : Real.exp (k * t) * (s 0 * Real.cosh (k * t)) =
      s 0 / 2 * (Real.exp (k * t) * Real.exp (k * t)) + s 0 / 2 := by
    rw [Real.cosh_eq]
    linear_combination s 0 / 2 * e3
  rw [e2] at h4
  refine le_of_mul_le_mul_left ?_ (Real.exp_pos (k * t))
  rw [e4]
  linarith
```

For the orbital, take $k=\sqrt{2b/\mu}$. If $\lambda\ge b\ge0$, then $k^2=2b/\mu\le2\lambda/\mu=q$.

```lean
/-- The squared growth rate `2b/μ` is a lower bound for `2l/μ` when `b ≤ l`, for `b ≥ 0` and
positive fictitious mass. -/
theorem rate_sq_le {μ b l : ℝ} (hμ : 0 < μ) (hb : 0 ≤ b) (hl : b ≤ l) :
    √(2 * b / μ) ^ 2 ≤ 2 * l / μ := by
  rw [Real.sq_sqrt (by positivity)]
  gcongr
```

## Amplification of a norm excess

Together, the drift equation and the growth bound give, for $0\le t\le T$,

$$s(t)\ge s(0)\cosh\!\left(t\sqrt{2b/\mu}\right)$$

whenever $\mu>0$, $\lambda\ge b\ge0$ on $[0,T]$, $s(0)>0$ and $s'(0)\ge0$.

The condition on $\lambda$ says that $2\langle c,Hc\rangle$ exceeds $\mu\|v\|^2$, twice the fictitious kinetic energy, by at least $b$. It depends on the zero of energy. An orbital with $\langle c,Hc\rangle<0$ has $\lambda<0$, and the bound then says nothing.

In the limiting case $b=0$ the cosh equals $1$, and the bound says only that the excess never falls below its initial value. The excess need not grow: for an orbital at rest with $H=0$, $\lambda=0$ and $s$ stays constant.

```lean
/-- Amplification of norm errors: let the fictitious mass be positive and the multiplier at least
`b ≥ 0` throughout the run. A positive norm error with nonnegative initial rate then grows at least
as `cosh(t √(2b/μ))`. -/
theorem norm_error_amplified {H : E →ₗ[ℝ] E} {μ T b : ℝ} (hμ : 0 < μ) (hb : 0 ≤ b)
    {c v a : ℝ → E} (h : IsRun H μ T c v a)
    (hl : ∀ t ∈ Icc 0 T, b ≤ multiplier H μ (c t) (v t))
    (h0 : 0 < normError (c 0)) (hr : 0 ≤ 2 * inner ℝ (c 0) (v 0)) :
    ∀ t ∈ Icc 0 T, normError (c 0) * Real.cosh (t * √(2 * b / μ)) ≤ normError (c t) := by
  intro t ht
  rw [mul_comm t]
  exact cosh_growth (s := fun x => normError (c x)) (r := fun x => 2 * inner ℝ (c x) (v x))
    (q := fun x => 2 * multiplier H μ (c x) (v x) / μ)
    (fun x hx => (drift_equation hμ h hx).1) (fun x hx => (drift_equation hμ h hx).2)
    (fun x hx => rate_sq_le hμ hb (hl x hx)) h0 hr t ht
```

## A growing deficit limits how long $\lambda\ge b>0$ can last

If $s(0)<0$ and $s'(0)\le0$, then $-s$ satisfies the same linear equation and grows by the same bound. But $\|c\|^2\ge0$ means $-s\le1$, so

$$|s(0)|\cosh\!\left(T\sqrt{2b/\mu}\right)\le1 .$$

For $b>0$ this limits the time for which $\lambda\ge b$ can persist.

```lean
/-- Norm deficit: let the fictitious mass be positive and the multiplier at least `b ≥ 0` on
`[0, T]`. If the norm error starts negative with nonpositive rate, the duration `T ≥ 0` of the run
obeys `|s(0)| cosh(T √(2b/μ)) ≤ 1`. -/
theorem deficit_limits_run {H : E →ₗ[ℝ] E} {μ T b : ℝ} (hμ : 0 < μ) (hb : 0 ≤ b) (hT : 0 ≤ T)
    {c v a : ℝ → E} (h : IsRun H μ T c v a)
    (hl : ∀ t ∈ Icc 0 T, b ≤ multiplier H μ (c t) (v t))
    (h0 : normError (c 0) < 0) (hr : 2 * inner ℝ (c 0) (v 0) ≤ 0) :
    |normError (c 0)| * Real.cosh (T * √(2 * b / μ)) ≤ 1 := by
  -- the deficit `-s` obeys the same linear equation as `s`
  have h1 : -normError (c 0) * Real.cosh (√(2 * b / μ) * T) ≤ -normError (c T) :=
    cosh_growth (s := fun x => -normError (c x)) (r := fun x => -(2 * inner ℝ (c x) (v x)))
      (q := fun x => 2 * multiplier H μ (c x) (v x) / μ)
      (fun x hx => (drift_equation hμ h hx).1.fun_neg)
      (fun x hx => (drift_equation hμ h hx).2.fun_neg.congr_deriv (by ring))
      (fun x hx => rate_sq_le hμ hb (hl x hx)) (neg_pos.2 h0) (neg_nonneg.2 hr) T ⟨hT, le_rfl⟩
  have h2 : -normError (c T) ≤ 1 := by
    unfold normError
    linarith [sq_nonneg ‖c T‖]
  rw [abs_of_neg h0, mul_comm T]
  exact h1.trans h2
```

## An orbital that attains the bound

Let $e$ be a unit eigenvector with $He=\tfrac12\mu k^2e$ and $k>0$; a one-dimensional $E$ is enough. Consider $c(t)=\sqrt2\cosh(kt)\,e$.

```lean
/-- The orbital `√2 cosh(k t) e` along a fixed direction `e`. -/
def stretched (k : ℝ) (e : E) (t : ℝ) : E := (√2 * Real.cosh (k * t)) • e
```

Its velocity is $v(t)=\sqrt2\,k\sinh(kt)\,e$, which vanishes at $t=0$.

```lean
/-- The velocity `√2 k sinh(k t) e`. -/
def stretchedVel (k : ℝ) (e : E) (t : ℝ) : E := (√2 * k * Real.sinh (k * t)) • e
```

The multiplier is constant:

$$\lambda=2\mu k^2\cosh^2(kt)-2\mu k^2\sinh^2(kt)=2\mu k^2 .$$

The total force is then $(-\mu k^2+2\mu k^2)c=\mu k^2c=\mu c''$, as the equation of motion requires. The norm error is

$$s=2\cosh^2(kt)-1=\cosh(2kt).$$

With $b=2\mu k^2$ the predicted rate is $\sqrt{2b/\mu}=2k$, so equality holds at all times. The initial error here is $s(0)=1$, far larger than a rounding error; the example shows that the general bound cannot be given a faster rate, and makes no statement about equality for small errors.

In the proof, `hm` computes the multiplier and `hs` the norm error; the remaining goals check the derivatives, the equation of motion, the initial values and, last, the equality in the bound.

```lean
/-- Sharpness: for `μ, k > 0` and a unit eigenvector `e` of `H` with eigenvalue `μk²/2`, the orbital
`√2 cosh(k t) e` is a run with constant multiplier `2μk²`. It starts at rest with norm error `1`
and attains equality in the amplification bound. -/
theorem amplification_sharp_witness {H : E →ₗ[ℝ] E} {μ k : ℝ} (hμ : 0 < μ) (hk : 0 < k) {e : E}
    (he1 : ‖e‖ = 1) (he : H e = (μ * k ^ 2 / 2) • e) (T : ℝ) :
    IsRun H μ T (stretched k e) (stretchedVel k e)
      (fun t => (√2 * k ^ 2 * Real.cosh (k * t)) • e) ∧
    (∀ t, multiplier H μ (stretched k e t) (stretchedVel k e t) = 2 * μ * k ^ 2) ∧
    stretchedVel k e 0 = 0 ∧ normError (stretched k e 0) = 1 ∧
    ∀ t, normError (stretched k e t) =
      normError (stretched k e 0) * Real.cosh (t * √(2 * (2 * μ * k ^ 2) / μ)) := by
  have h2 : √2 ^ 2 = (2 : ℝ) := Real.sq_sqrt (by norm_num)
  have hn : ∀ x : ℝ, ‖x • e‖ ^ 2 = x ^ 2 := by
    intro x
    rw [norm_smul, he1, mul_one, Real.norm_eq_abs, sq_abs]
  have hi : ∀ x : ℝ, inner ℝ (x • e) (H (x • e)) = μ * k ^ 2 / 2 * x ^ 2 := by
    intro x
    rw [map_smul, he, smul_comm x (μ * k ^ 2 / 2) e, inner_smul_right,
      real_inner_self_eq_norm_sq, hn]
  have hm : ∀ t, multiplier H μ (stretched k e t) (stretchedVel k e t) = 2 * μ * k ^ 2 := by
    intro t
    unfold multiplier stretched stretchedVel
    rw [hi, hn]
    linear_combination μ * k ^ 2 * √2 ^ 2 * Real.cosh_sq (k * t) + μ * k ^ 2 * h2
  have hs : ∀ t, normError (stretched k e t) = Real.cosh (2 * (k * t)) := by
    intro t
    unfold normError stretched
    rw [hn, Real.cosh_two_mul]
    linear_combination Real.cosh (k * t) ^ 2 * h2 + Real.cosh_sq (k * t)
  have hlin : ∀ t : ℝ, HasDerivAt (fun y => k * y) k t := fun t =>
    ((hasDerivAt_id' t).const_mul k).congr_deriv (mul_one k)
  refine ⟨⟨fun t _ => ?_, fun t _ => ?_, fun t _ => ?_⟩, hm, ?_, ?_, fun t => ?_⟩
  · have h3 : HasDerivAt (fun y => √2 * Real.cosh (k * y)) (√2 * k * Real.sinh (k * t)) t :=
      ((hlin t).cosh.const_mul (√2)).congr_deriv (by ring)
    exact h3.smul_const e
  · have h3 : HasDerivAt (fun y => √2 * k * Real.sinh (k * y))
        (√2 * k ^ 2 * Real.cosh (k * t)) t :=
      ((hlin t).sinh.const_mul (√2 * k)).congr_deriv (by ring)
    exact h3.smul_const e
  · rw [hm]
    unfold stretched
    rw [map_smul, he]
    module
  · simp [stretchedVel]
  · rw [hs]
    simp
  · -- the growth rate `√(2b/μ)` with `b = 2μk²` equals `2k`
    have h3 : 2 * (2 * μ * k ^ 2) / μ = (2 * k) ^ 2 := by
      rw [div_eq_iff hμ.ne']
      ring
    rw [hs t, hs 0, h3, Real.sqrt_sq (by positivity)]
    simp only [mul_zero, Real.cosh_zero, one_mul]
    congr 1
    ring

end

end CarParrinelloNormDrift
```

```lean
#print axioms CarParrinelloNormDrift.multiplier_unique
#print axioms CarParrinelloNormDrift.norm_error_amplified
#print axioms CarParrinelloNormDrift.deficit_limits_run
```

```
'CarParrinelloNormDrift.multiplier_unique' depends on axioms: [propext, Classical.choice, Quot.sound]
'CarParrinelloNormDrift.norm_error_amplified' depends on axioms: [propext, Classical.choice, Quot.sound]
'CarParrinelloNormDrift.deficit_limits_run' depends on axioms: [propext, Classical.choice, Quot.sound]
```
